# A group of n-qubit Pauli operators that does not contain −1 is abelian

A Pauli string on `n` qubits is a tensor product with one of the matrices 1, X, Y, Z on each qubit. The theorem `stabilizer_comm` takes a group `S` of invertible `n`-qubit operators, each of them a Pauli string times a power of i, and assumes that −1 is not in `S`. It states that any two elements `g` and `h` of `S` commute. The proof uses the earlier result that every element of `S` is plus or minus a Pauli string, so that it squares to the identity and is its own inverse. Since the product `g * h` is in `S` too, this gives gh = (gh)⁻¹ = h⁻¹g⁻¹ = hg.

The first attempt, which Lean rejects:

```lean
import Mathlib

open Matrix

namespace StabilizerComm

noncomputable section

/-- Operators on `n` qubits, as matrices indexed by bit strings. -/
abbrev Op (n : ℕ) := Matrix (Fin n → Fin 2) (Fin n → Fin 2) ℂ

/-- The single-qubit matrices `1, X, Y, Z`, labelled `0, 1, 2, 3`. -/
def pauli : Fin 4 → Matrix (Fin 2) (Fin 2) ℂ :=
  ![1, !![0, 1; 1, 0], !![0, -Complex.I; Complex.I, 0], !![1, 0; 0, -1]]

/-- The tensor product of one single-qubit operator per qubit. -/
def tensor {n : ℕ} (A : Fin n → Matrix (Fin 2) (Fin 2) ℂ) : Op n :=
  Matrix.of fun i j => ∏ k, A k (i k) (j k)

/-- The Pauli string with label `p k` on qubit `k`. -/
def pauliString {n : ℕ} (p : Fin n → Fin 4) : Op n := tensor fun k => pauli (p k)

/-- A group of `n`-qubit Pauli operators (strings times a power of `i`) without `-1`. -/
structure IsStabilizer {n : ℕ} (S : Subgroup (Op n)ˣ) : Prop where
  pauli_form : ∀ g ∈ S, ∃ (k : Fin 4) (p : Fin n → Fin 4),
    (g : Op n) = Complex.I ^ (k : ℕ) • pauliString p
  neg_one_notMem : (-1 : (Op n)ˣ) ∉ S

variable {n : ℕ}

/-- Tensor products of operators multiply qubit by qubit. -/
theorem tensor_mul (A B : Fin n → Matrix (Fin 2) (Fin 2) ℂ) :
    tensor A * tensor B = tensor fun k => A k * B k := by
  ext i j
  simp only [tensor, Matrix.mul_apply, Matrix.of_apply, ← Finset.prod_mul_distrib]
  rw [Finset.prod_univ_sum, Fintype.piFinset_univ]

/-- The string with the identity on every qubit is the identity operator. -/
theorem pauliString_zero : pauliString (fun _ : Fin n => 0) = 1 := by
  ext i j
  change ∏ k, (1 : Matrix (Fin 2) (Fin 2) ℂ) (i k) (j k) = _
  by_cases h : i = j
  · subst h
    simp
  · obtain ⟨k, hk⟩ := Function.ne_iff.mp h
    rw [Matrix.one_apply_ne h]
    exact Finset.prod_eq_zero (Finset.mem_univ k) (Matrix.one_apply_ne hk)

/-- Every Pauli string is Hermitian and squares to the identity. -/
theorem pauliString_herm_sq (p : Fin n → Fin 4) :
    (pauliString p)ᴴ = pauliString p ∧ pauliString p * pauliString p = 1 := by
  have hh : ∀ a i j, (starRingEnd ℂ) (pauli a j i) = pauli a i j := by
    intro a i j
    fin_cases a <;> fin_cases i <;> fin_cases j <;> simp [pauli]
  have hs : ∀ a, pauli a * pauli a = pauli 0 := by
    intro a
    ext i j
    fin_cases a <;> fin_cases i <;> fin_cases j <;>
      simp [pauli, Matrix.mul_apply, Fin.sum_univ_two]
  constructor
  · ext i j
    change (starRingEnd ℂ) (∏ k, pauli (p k) (j k) (i k)) = ∏ k, pauli (p k) (i k) (j k)
    rw [map_prod]
    exact Finset.prod_congr rfl fun k _ => hh _ _ _
  · exact (tensor_mul _ _).trans
      ((congrArg tensor (funext fun k => hs (p k))).trans pauliString_zero)

/-- In a group of Pauli operators without `-1`, every element is plus or minus a string. -/
theorem stabilizer_signed {S : Subgroup (Op n)ˣ} (hS : IsStabilizer S) {g : (Op n)ˣ}
    (hg : g ∈ S) : ∃ p, (g : Op n) = pauliString p ∨ (g : Op n) = -pauliString p := by
  obtain ⟨k, p, hp⟩ := hS.pauli_form g hg
  refine ⟨p, ?_⟩
  generalize hc : Complex.I ^ (k : ℕ) = c at hp
  have h4 : (c * c) * (c * c) = 1 := by
    rw [← hc]
    calc _ = (Complex.I ^ 4) ^ (k : ℕ) := by ring
      _ = 1 := by rw [Complex.I_pow_four, one_pow]
  rcases mul_self_eq_one_iff.mp h4 with h | h
  · rcases mul_self_eq_one_iff.mp h with h | h
    · left; rw [hp, h, one_smul]
    · right; rw [hp, h, neg_smul, one_smul]
  · -- a phase `i` or `-i` would give the square `-1`
    have e : (-1 : (Op n)ˣ) = g * g := by
      apply Units.ext
      rw [Units.val_neg, Units.val_one, Units.val_mul, hp, smul_mul_smul_comm,
        (pauliString_herm_sq p).2, h, neg_smul, one_smul]
    exact absurd (e ▸ S.mul_mem hg hg) hS.neg_one_notMem

/-- A group of Pauli operators that does not contain `-1` is abelian. -/
theorem stabilizer_comm {S : Subgroup (Op n)ˣ} (hS : IsStabilizer S) {g h : (Op n)ˣ}
    (hg : g ∈ S) (hh : h ∈ S) : g * h = h * g := by
  -- every element is its own inverse
  have inv : ∀ x ∈ S, x⁻¹ = x := fun x hx => by
    apply inv_eq_of_mul_eq_one_right
    apply Units.ext
    obtain ⟨p, e | e⟩ := stabilizer_signed hS hx
    · rw [Units.val_mul, e, (pauliString_herm_sq p).2, Units.val_one]
    · rw [Units.val_mul, e, neg_mul_neg, (pauliString_herm_sq p).2, Units.val_one]
  calc g * h = (g * h)⁻¹ := (inv _ (S.mul_mem hg hh)).symm
    _ = h * g := by rw [mul_inv_rev, inv g hg, inv h hh]

end

end StabilizerComm
```

The compiler's answer:

```
Main.lean:100:24: error: Ambiguous term
  mul_inv_rev
Possible interpretations:
  _root_.mul_inv_rev : ∀ (a b : ?m.129), (a * b)⁻¹ = b⁻¹ * a⁻¹
  
  Matrix.mul_inv_rev : ∀ (A B : Matrix ?m.129 ?m.129 ?m.130), (A * B)⁻¹ = B⁻¹ * A⁻¹
Main.lean:100:17: error: unsolved goals
n : ℕ
S : Subgroup (Op n)ˣ
hS : IsStabilizer S
g h : (Op n)ˣ
hg : g ∈ S
hh : h ∈ S
inv : ∀ x ∈ S, x⁻¹ = x
⊢ (g * h)⁻¹ = h * g
```

The first error is about a name. The file has `open Matrix`, so `mul_inv_rev` can mean either the general lemma for groups, `_root_.mul_inv_rev`, or `Matrix.mul_inv_rev`, which is about the inverse of a matrix. Lean can often settle such a choice by type, but `rw` elaborates the lemma before matching it with the goal, and with no arguments given both readings are possible.

The second error follows from the first: no rewriting was done, so the goal `(g * h)⁻¹ = h * g` was left as it stood.

Here `g` and `h` belong to `(Op n)ˣ`, the group of invertible operators, and the inverse is the one in that group, so the general lemma is the one needed. The repair writes its full name, `_root_.mul_inv_rev`. The rewrite then turns `(g * h)⁻¹` into `h⁻¹ * g⁻¹`, and `inv g hg` and `inv h hh` remove the two inverses, as the proof intended.

The change, after which it compiles:

```diff
@@ -98,5 +98,5 @@
     · rw [Units.val_mul, e, neg_mul_neg, (pauliString_herm_sq p).2, Units.val_one]
   calc g * h = (g * h)⁻¹ := (inv _ (S.mul_mem hg hh)).symm
-    _ = h * g := by rw [mul_inv_rev, inv g hg, inv h hh]
+    _ = h * g := by rw [_root_.mul_inv_rev, inv g hg, inv h hh]
 
 end
```
